# The three-term recursion in j for Wigner's d^j_00

For an integer \(j\ge 0\) and a real number \(x\), define

\[
D_j(x)=\sum_{k=0}^{j}(-1)^k\binom jk^2\left(\frac{1+x}{2}\right)^{j-k}\left(\frac{1-x}{2}\right)^k .
\]

At \(x=\cos\beta\) this is Wigner's sum for \(d^j_{00}(\beta)\), the amplitude for the state \(|j,0\rangle\) to remain \(|j,0\rangle\) under a rotation by \(\beta\) about the y axis. The sum is taken as the definition and is not derived from rotation operators.

```lean
import Mathlib

open Finset

namespace WignerRecursion

noncomputable section

/-- Wigner's explicit sum for the rotation matrix element `d^j_00`, as a function of
`x = cos β`. -/
def wignerD00 (j : ℕ) (x : ℝ) : ℝ :=
  ∑ k ∈ range (j + 1),
    (-1) ^ k * (j.choose k : ℝ) ^ 2 * ((1 + x) / 2) ^ (j - k) * ((1 - x) / 2) ^ k
```

`wignerD00 j x` is \(D_j(x)\). The type `ℕ` restricts \(j\) to integers, and `range (j + 1)` runs over \(k=0,\dots,j\). Any real \(x\) is allowed, although only \(|x|\le 1\) corresponds to a real angle.

```lean
/-- The upward algorithm: start from `1` and `x`, and obtain each further value from the
two before it. -/
def upward (x : ℝ) : ℕ → ℝ
  | 0 => 1
  | 1 => x
  | j + 2 => ((2 * j + 3) * x * upward x (j + 1) - (j + 1) * upward x j) / (j + 2)
```

`upward` computes values from the two preceding ones, starting from \(1\) and \(x\). It works with real numbers, so rounding is not modelled.

## Polynomials with squared binomial coefficients

```lean
/-- The homogeneous polynomial of degree `N` in `a` and `c` with coefficients `f k`. -/
def homSum (N : ℕ) (f : ℕ → ℝ) (a c : ℝ) : ℝ :=
  ∑ k ∈ range (N + 1), f k * a ^ (N - k) * c ^ k
```

`homSum N f a c` is \(\sum_{k=0}^{N} f_k\,a^{N-k}c^k\).

```lean
/-- The squared binomial coefficients that weight the terms of Wigner's sum. -/
def binomSq (j k : ℕ) : ℝ := (j.choose k : ℝ) ^ 2
```

These coefficients are \(\binom jk^2\), which vanish for \(k>j\).

```lean
/-- A coefficient sequence moved up by one place, with zero in front. -/
def shift (f : ℕ → ℝ) : ℕ → ℝ
  | 0 => 0
  | k + 1 => f k
```

`shift` turns \((f_0,f_1,\dots)\) into \((0,f_0,f_1,\dots)\).

```lean
/-- The ratio of neighbouring binomial coefficients, written without division. -/
theorem choose_step (m k : ℕ) :
    ((k : ℝ) + 1) * (m.choose (k + 1) : ℝ) = ((m : ℝ) - k) * (m.choose k : ℝ) := by
  have h := Nat.choose_succ_right_eq m k
  rcases le_or_gt k m with hk | hk
  · have h' : (m.choose (k + 1) : ℝ) * ((k : ℝ) + 1)
        = (m.choose k : ℝ) * ((m : ℝ) - k) := by
      rw [← Nat.cast_sub hk]
      exact_mod_cast h
    linear_combination h'
  · rw [Nat.choose_eq_zero_of_lt hk, Nat.choose_eq_zero_of_lt (by omega : m < k + 1)]
    simp
```

This is \((k+1)\binom m{k+1}=(m-k)\binom mk\). For \(k<m\) it follows from the factorials; for \(k\ge m\) both sides are zero. The proof starts from Mathlib's natural-number form of the rule and separates \(k\le m\), where the natural-number difference \(m-k\) agrees with the real one, from \(k>m\).

```lean
/-- Multiplication by `a` raises the degree and keeps the coefficients, provided the
coefficient at the new top place is zero. -/
theorem mul_first (N : ℕ) (f : ℕ → ℝ) (a c : ℝ) (h : f (N + 1) = 0) :
    a * homSum N f a c = homSum (N + 1) f a c := by
  unfold homSum
  rw [sum_range_succ _ (N + 1), h, zero_mul, zero_mul, add_zero, mul_sum]
  refine sum_congr rfl fun k hk => ?_
  have hk' := mem_range.mp hk
  have e : N + 1 - k = (N - k) + 1 := by omega
  rw [e, pow_succ]
  ring
```

Multiplying by \(a\) raises each power of \(a\) by one and keeps the coefficients. The hypothesis `h` removes the extra top term \(f_{N+1}c^{N+1}\). Without it the equation can fail: for \(N=0\), \(f_0=f_1=1\) and \(c=1\), the left side is \(a\) and the right side is \(a+1\).

```lean
/-- Multiplication by `c` raises the degree and shifts the coefficients by one place. -/
theorem mul_second (N : ℕ) (f : ℕ → ℝ) (a c : ℝ) :
    c * homSum N f a c = homSum (N + 1) (shift f) a c := by
  unfold homSum
  have h0 : shift f 0 = 0 := rfl
  rw [sum_range_succ' _ (N + 1), h0, zero_mul, zero_mul, add_zero, mul_sum]
  refine sum_congr rfl fun k _ => ?_
  have e : N + 1 - (k + 1) = N - k := by omega
  have hs : shift f (k + 1) = f k := rfl
  rw [e, hs]
  ring
```

Multiplying by \(c\) moves every coefficient up one place, with no condition on \(f\).

## The identity between coefficients

```lean
/-- The recursion in `j`, term by term: an identity between squared binomial
coefficients of three successive orders. -/
theorem binomSq_recursion (m k : ℕ) :
    ((m : ℝ) + 2) * binomSq (m + 2) k
      = (2 * m + 3) * (binomSq (m + 1) k + shift (binomSq (m + 1)) k)
        - (m + 1) * (binomSq m k - 2 * shift (binomSq m) k
          + shift (shift (binomSq m)) k) := by
  match k with
  | 0 =>
    simp only [binomSq, shift, Nat.choose_zero_right, Nat.cast_one]
    ring
  | 1 =>
    change ((m : ℝ) + 2) * ((m + 2).choose 1 : ℝ) ^ 2
      = (2 * m + 3) * (((m + 1).choose 1 : ℝ) ^ 2 + ((m + 1).choose 0 : ℝ) ^ 2)
        - (m + 1) * ((m.choose 1 : ℝ) ^ 2 - 2 * (m.choose 0 : ℝ) ^ 2 + 0)
    simp only [Nat.choose_one_right, Nat.choose_zero_right]
    push_cast
    ring
  | k + 2 =>
    change ((m : ℝ) + 2) * ((m + 2).choose (k + 2) : ℝ) ^ 2
      = (2 * m + 3) * (((m + 1).choose (k + 2) : ℝ) ^ 2 + ((m + 1).choose (k + 1) : ℝ) ^ 2)
        - (m + 1) * ((m.choose (k + 2) : ℝ) ^ 2 - 2 * (m.choose (k + 1) : ℝ) ^ 2
          + (m.choose k : ℝ) ^ 2)
    -- Pascal's rule brings everything to order m
    have p1 : ((m + 1).choose (k + 1) : ℝ) = m.choose k + m.choose (k + 1) := by
      exact_mod_cast Nat.choose_succ_succ' m k
    have p2 : ((m + 1).choose (k + 2) : ℝ) = m.choose (k + 1) + m.choose (k + 2) := by
      exact_mod_cast Nat.choose_succ_succ' m (k + 1)
    have p3 : ((m + 2).choose (k + 2) : ℝ)
        = (m + 1).choose (k + 1) + (m + 1).choose (k + 2) := by
      exact_mod_cast Nat.choose_succ_succ' (m + 1) (k + 1)
    have e1 := choose_step m k
    have e2 : ((k : ℝ) + 2) * (m.choose (k + 2) : ℝ)
        = ((m : ℝ) - k - 1) * (m.choose (k + 1) : ℝ) := by
      have h := choose_step m (k + 1)
      push_cast at h
      linear_combination h
    rw [p3, p1, p2]
    linear_combination 2 * ((m.choose k : ℝ) + m.choose (k + 1)) * e2
      - 2 * ((m.choose (k + 1) : ℝ) + m.choose (k + 2)) * e1
```

With binomials of negative lower index read as zero, this says

\[
\begin{aligned}
(m+2)\tbinom{m+2}{k}^2={}&(2m+3)\left[\tbinom{m+1}{k}^2+\tbinom{m+1}{k-1}^2\right]\\
&-(m+1)\left[\tbinom mk^2-2\tbinom m{k-1}^2+\tbinom m{k-2}^2\right].
\end{aligned}
\]

The cases \(k=0,1\) are direct algebra. For the rest, Lean writes the index as \(k+2\). Put \(p=\binom mk\), \(q=\binom m{k+1}\), \(r=\binom m{k+2}\), \(u=p+q\) and \(v=q+r\). By Pascal's rule, \(u\) and \(v\) are the binomials of order \(m+1\), and \(u+v\) is the one of order \(m+2\). Left side minus right side becomes

\[
2(m+2)uv-2(m+1)q(u+v).
\]

The ratio rule gives \((m+1)q=(m-k)u=(k+2)v\). Hence \((m+1)q(u+v)=(k+2)uv+(m-k)uv=(m+2)uv\), and the difference is zero. The tactic `linear_combination` combines the ratio equations `e1` and `e2` with stated factors and checks the remaining algebra.

```lean
/-- The three-term recursion for the homogeneous polynomials with squared binomial
coefficients, in two independent variables `a` and `c`. -/
theorem homogeneous_recursion (m : ℕ) (a c : ℝ) :
    ((m : ℝ) + 2) * homSum (m + 2) (binomSq (m + 2)) a c
      = (2 * m + 3) * (a + c) * homSum (m + 1) (binomSq (m + 1)) a c
        - (m + 1) * (a - c) ^ 2 * homSum m (binomSq m) a c := by
  have z : ∀ n k : ℕ, n < k → binomSq n k = 0 := fun n k h => by
    simp [binomSq, Nat.choose_eq_zero_of_lt h]
  -- bring every product to degree m + 2
  have h1 : a * homSum (m + 1) (binomSq (m + 1)) a c
      = homSum (m + 2) (binomSq (m + 1)) a c := mul_first _ _ a c (z _ _ (by omega))
  have h2 : c * homSum (m + 1) (binomSq (m + 1)) a c
      = homSum (m + 2) (shift (binomSq (m + 1))) a c := mul_second _ _ a c
  have h3 := mul_first m (binomSq m) a c (z _ _ (by omega))
  have h4 : a * homSum (m + 1) (binomSq m) a c
      = homSum (m + 2) (binomSq m) a c := mul_first _ _ a c (z _ _ (by omega))
  have h5 := mul_second m (binomSq m) a c
  have h6 : c * homSum (m + 1) (shift (binomSq m)) a c
      = homSum (m + 2) (shift (shift (binomSq m))) a c := mul_second _ _ a c
  have h7 : c * homSum (m + 1) (binomSq m) a c
      = homSum (m + 2) (shift (binomSq m)) a c := mul_second _ _ a c
  -- compare coefficients
  have key : ((m : ℝ) + 2) * homSum (m + 2) (binomSq (m + 2)) a c
      = (2 * m + 3) * (homSum (m + 2) (binomSq (m + 1)) a c
          + homSum (m + 2) (shift (binomSq (m + 1))) a c)
        - (m + 1) * (homSum (m + 2) (binomSq m) a c
          - 2 * homSum (m + 2) (shift (binomSq m)) a c
          + homSum (m + 2) (shift (shift (binomSq m))) a c) := by
    unfold homSum
    simp only [mul_sum, ← sum_add_distrib, ← sum_sub_distrib]
    refine sum_congr rfl fun k _ => ?_
    linear_combination (a ^ (m + 2 - k) * c ^ k) * binomSq_recursion m k
  linear_combination key - (2 * (m : ℝ) + 3) * (h1 + h2)
    + ((m : ℝ) + 1) * ((a * h3 + h4) - 2 * (c * h3 + h7) + (c * h5 + h6))
```

Write \(P_N(a,c)=\sum_k\binom Nk^2a^{N-k}c^k\). The theorem is

\[
(m+2)P_{m+2}=(2m+3)(a+c)P_{m+1}-(m+1)(a-c)^2P_m .
\]

Steps `h1` to `h7` bring all products to degree \(m+2\). Then `key` compares coefficients, with \((a-c)^2=a^2-2ac+c^2\) supplying the pattern \(1,-2,1\).

## The recursion for the rotation element

```lean
/-- The starting values: `d^0_00 = 1` and `d^1_00 = x`. -/
theorem wignerD00_start (x : ℝ) : wignerD00 0 x = 1 ∧ wignerD00 1 x = x := by
  constructor
  · simp [wignerD00]
  · simp [wignerD00, sum_range_succ]
    ring
```

The sum has one term at \(j=0\), giving \(1\). At \(j=1\) it is \(\frac{1+x}{2}-\frac{1-x}{2}=x\).

```lean
/-- Three successive values of Wigner's `d^j_00` obey the three-term recursion in `j`,
at every real `x`. -/
theorem wignerD00_recursion (j : ℕ) (x : ℝ) :
    ((j : ℝ) + 2) * wignerD00 (j + 2) x
      = (2 * j + 3) * x * wignerD00 (j + 1) x - (j + 1) * wignerD00 j x := by
  have H : ∀ n, wignerD00 n x
      = homSum n (binomSq n) ((1 + x) / 2) (-((1 - x) / 2)) := by
    intro n
    unfold wignerD00 homSum binomSq
    refine sum_congr rfl fun k _ => ?_
    rw [neg_pow ((1 - x) / 2) k]
    ring
  rw [H (j + 2), H (j + 1), H j]
  -- here a + c = x and a - c = 1
  linear_combination homogeneous_recursion j ((1 + x) / 2) (-((1 - x) / 2))
```

For every \(j\ge 0\) and real \(x\),

\[
(j+2)D_{j+2}=(2j+3)\,x\,D_{j+1}-(j+1)D_j .
\]

Replacing \(j\) by \(j-1\) gives the usual form for \(j\ge1\). To prove it, set \(a=\frac{1+x}{2}\) and \(c=-\frac{1-x}{2}\). Then \(D_j=P_j(a,c)\), \(a+c=x\) and \(a-c=1\), so the previous theorem applies. The smallest case, \(j=0\), gives \(D_2=(3x^2-1)/2\).

```lean
/-- At `x = cos β` the sum is Wigner's formula in the half angle `β / 2`. -/
theorem wignerD00_cos (j : ℕ) (β : ℝ) :
    wignerD00 j (Real.cos β) = ∑ k ∈ range (j + 1), (-1) ^ k * (j.choose k : ℝ) ^ 2
      * Real.cos (β / 2) ^ (2 * (j - k)) * Real.sin (β / 2) ^ (2 * k) := by
  have h := Real.cos_two_mul (β / 2)
  rw [show 2 * (β / 2) = β by ring] at h
  have hc : (1 + Real.cos β) / 2 = Real.cos (β / 2) ^ 2 := by linarith
  have hs : (1 - Real.cos β) / 2 = Real.sin (β / 2) ^ 2 := by
    linarith [Real.sin_sq_add_cos_sq (β / 2)]
  unfold wignerD00
  rw [hc, hs]
  simp only [pow_mul]
```

Since \(\frac{1+\cos\beta}{2}=\cos^2\frac\beta2\) and \(\frac{1-\cos\beta}{2}=\sin^2\frac\beta2\), the definition becomes the half-angle formula.

## Upward evaluation and a summation identity

```lean
/-- In exact arithmetic the upward algorithm returns Wigner's sum for every `j`. -/
theorem upward_eq_wignerD00 (x : ℝ) : ∀ j, upward x j = wignerD00 j x
  | 0 => (wignerD00_start x).1.symm
  | 1 => (wignerD00_start x).2.symm
  | j + 2 => by
    rw [upward, upward_eq_wignerD00 x (j + 1), upward_eq_wignerD00 x j,
      div_eq_iff (by positivity)]
    linear_combination -(wignerD00_recursion j x)
```

The two starting values agree, and dividing the recursion by \(j+2\neq0\) carries the agreement upward. In exact arithmetic, a code that needs \(d^j_{00}\) can therefore use this recursion in place of the alternating sum.

```lean
/-- The Christoffel–Darboux identity: the sum over `j ≤ n` of `(2j+1) d^j_00(x) d^j_00(y)`, times
`x - y`, is expressed by the orders `n` and `n + 1` alone. -/
theorem christoffel_darboux (n : ℕ) (x y : ℝ) :
    (x - y) * ∑ j ∈ range (n + 1), (2 * (j : ℝ) + 1) * wignerD00 j x * wignerD00 j y
      = (n + 1) * (wignerD00 (n + 1) x * wignerD00 n y
        - wignerD00 n x * wignerD00 (n + 1) y) := by
  induction n with
  | zero =>
    simp [(wignerD00_start x).1, (wignerD00_start x).2,
      (wignerD00_start y).1, (wignerD00_start y).2]
  | succ n ih =>
    rw [sum_range_succ, mul_add, ih]
    push_cast
    -- the recursion at x and at y, cross-multiplied
    linear_combination wignerD00 (n + 1) x * wignerD00_recursion n y
      - wignerD00 (n + 1) y * wignerD00_recursion n x

end

end WignerRecursion
```

This is the Christoffel–Darboux identity for the family \(D_j\):

\[
\begin{aligned}
&(x-y)\sum_{j=0}^n(2j+1)D_j(x)D_j(y)\\
&\quad=(n+1)\left[D_{n+1}(x)D_n(y)-D_n(x)D_{n+1}(y)\right].
\end{aligned}
\]

At \(n=0\) both sides are \(x-y\). For the induction step, multiply the recursion at \(x\) by \(D_{n+1}(y)\), multiply the one at \(y\) by \(D_{n+1}(x)\), and subtract. After rearrangement, this says that the new term on the left, \((2n+3)(x-y)D_{n+1}(x)D_{n+1}(y)\), equals the change in the right side from \(n\) to \(n+1\). At \(x=y\) the identity reads \(0=0\) and does not determine the sum.

```lean
#print axioms WignerRecursion.wignerD00_recursion
-- 'WignerRecursion.wignerD00_recursion' depends on axioms: [propext, Classical.choice, Quot.sound]
#print axioms WignerRecursion.wignerD00_cos
-- 'WignerRecursion.wignerD00_cos' depends on axioms: [propext, Classical.choice, Quot.sound]
#print axioms WignerRecursion.upward_eq_wignerD00
-- 'WignerRecursion.upward_eq_wignerD00' depends on axioms: [propext, Classical.choice, Quot.sound]
#print axioms WignerRecursion.christoffel_darboux
-- 'WignerRecursion.christoffel_darboux' depends on axioms: [propext, Classical.choice, Quot.sound]
```
